# Schur's inequality is an equality exactly for normal matrices

An open quantum system, such as a molecule with an absorbing potential at the edge of the grid, can be described by a non-Hermitian effective Hamiltonian $A$. A dense eigensolver based on the QR iteration aims at an upper triangular matrix with the eigenvalues on its diagonal. For a Hermitian $A$ the entries above the diagonal vanish. For a general $A$, what decides whether they do?

The answer is normality, $AA^*=A^*A$, where $A^*$ is the conjugate transpose. If $U$ is unitary and $T=U^*AU$ is upper triangular (a Schur form of $A$), then

$$\sum_i |T_{ii}|^2 \le \|A\|_F^2=\sum_{i,j}|A_{ij}|^2,$$

with equality exactly when $A$ is normal. Likewise, if a shifted QR iteration converges to an upper triangular matrix, that limit is diagonal exactly when the starting matrix is normal.

## A finite matrix in an orthonormal basis

`Matrix (Fin n) (Fin n) ℂ` is an operator on an $n$-dimensional state space, with indices running from $0$ to $n-1$. The conjugate transpose `Aᴴ` represents the physical adjoint if the basis is orthonormal. In overlapping orbitals an operator acts on the coefficients through the inverse overlap matrix times the matrix of its elements, and the conjugate transpose of that product generally does not represent the adjoint. A Hamiltonian given in such orbitals is therefore to be transformed to an orthonormal basis before the results are applied. Arithmetic is exact.

In Lean 4 with Mathlib:

```lean
import Mathlib

open Matrix Finset Filter Topology

namespace SchurFormNormality

noncomputable section

variable {n : ℕ}
```

`frobSq` is $\|A\|_F^2$, and `selfComm` is $C(A)=AA^*-A^*A$, which vanishes exactly for normal $A$.

```lean
/-- The squared Frobenius norm: the sum of the squared moduli of all entries. -/
def frobSq (A : Matrix (Fin n) (Fin n) ℂ) : ℝ := ∑ i, ∑ j, ‖A i j‖ ^ 2

/-- The self-commutator `A A* - A* A`, which measures the failure of normality. -/
def selfComm (A : Matrix (Fin n) (Fin n) ℂ) : Matrix (Fin n) (Fin n) ℂ :=
  A * Aᴴ - Aᴴ * A
```

A QR step with shift $\mu$ factors $A-\mu=QR$ and returns $B=RQ+\mu$. `IsQRStep` is a relation, so any admissible choice of phases in $Q$ and $R$ is allowed.

```lean
/-- One QR step with shift `μ`: factor `A - μ = Q R` with `Q` unitary and `R` upper
triangular, then form `B = R Q + μ`. -/
def IsQRStep (μ : ℂ) (A B : Matrix (Fin n) (Fin n) ℂ) : Prop :=
  ∃ Q ∈ unitaryGroup (Fin n) ℂ, ∃ R : Matrix (Fin n) (Fin n) ℂ,
    R.BlockTriangular id ∧ A - μ • 1 = Q * R ∧ B = R * Q + μ • 1
```

## The change of basis is unitary

Physically, `hU` says that $U$ takes one orthonormal basis to another. By hand it enters through $UU^*=1$. Since $\|A\|_F^2=\operatorname{tr}(AA^*)$ and $T^*=U^*A^*U$,

$$\|T\|_F^2=\operatorname{tr}(U^*AUU^*A^*U)=\operatorname{tr}(U^*AA^*U)=\operatorname{tr}(AA^*)=\|A\|_F^2 .$$

The same cancellation gives $C(T)=U^*C(A)U$, hence $\|C(T)\|_F=\|C(A)\|_F$. Because a matrix with zero norm is zero, $T$ is normal exactly when $A$ is.

In the proof, `conj_mul_conj` performs the cancellation and `frobSq_eq_trace` supplies the trace formula. `frobSq_split` separates diagonal from off-diagonal weight, and `frobSq_eq_zero` turns zero norm into a zero matrix.

```lean
private lemma norm_sq_cast (z : ℂ) : (‖z‖ : ℂ) ^ 2 = z * star z := by
  rw [← Complex.ofReal_pow, Complex.sq_norm]
  exact (Complex.mul_conj z).symm

private lemma conj_mul_conj {U : Matrix (Fin n) (Fin n) ℂ} (h : U * Uᴴ = 1)
    (A B : Matrix (Fin n) (Fin n) ℂ) :
    (Uᴴ * A * U) * (Uᴴ * B * U) = Uᴴ * (A * B) * U := by
  calc (Uᴴ * A * U) * (Uᴴ * B * U) = Uᴴ * A * (U * Uᴴ) * B * U := by
        simp only [Matrix.mul_assoc]
    _ = Uᴴ * (A * B) * U := by
        rw [h, Matrix.mul_one]
        simp only [Matrix.mul_assoc]

private lemma conj_star (U A : Matrix (Fin n) (Fin n) ℂ) :
    (Uᴴ * A * U)ᴴ = Uᴴ * Aᴴ * U := by
  rw [conjTranspose_mul, conjTranspose_mul, conjTranspose_conjTranspose, Matrix.mul_assoc]

private lemma frobSq_eq_trace (A : Matrix (Fin n) (Fin n) ℂ) :
    (frobSq A : ℂ) = trace (A * Aᴴ) := by
  simp only [frobSq, Matrix.trace, Matrix.diag_apply, Matrix.mul_apply,
    Matrix.conjTranspose_apply, Complex.ofReal_sum, Complex.ofReal_pow, norm_sq_cast]

private lemma frobSq_split (T : Matrix (Fin n) (Fin n) ℂ) :
    frobSq T = ∑ i, ‖T i i‖ ^ 2 + ∑ i, ∑ j ∈ univ.erase i, ‖T i j‖ ^ 2 := by
  unfold frobSq
  rw [← Finset.sum_add_distrib]
  refine Finset.sum_congr rfl fun i _ => ?_
  exact (Finset.add_sum_erase univ (fun j => ‖T i j‖ ^ 2) (mem_univ i)).symm

private lemma frobSq_eq_zero (A : Matrix (Fin n) (Fin n) ℂ) : frobSq A = 0 ↔ A = 0 := by
  constructor
  · intro h
    unfold frobSq at h
    ext i j
    have h1 := (Finset.sum_eq_zero_iff_of_nonneg
      (fun i _ => Finset.sum_nonneg fun j _ => sq_nonneg ‖A i j‖)).mp h i (mem_univ i)
    have h2 := (Finset.sum_eq_zero_iff_of_nonneg
      (fun j _ => sq_nonneg ‖A i j‖)).mp h1 j (mem_univ j)
    simpa using h2
  · rintro rfl
    simp [frobSq]
```

The two invariance statements follow.

```lean
/-- The squared Frobenius norm is unchanged by a unitary change of basis. -/
theorem frobSq_unitary_conj {U : Matrix (Fin n) (Fin n) ℂ}
    (hU : U ∈ unitaryGroup (Fin n) ℂ) (A : Matrix (Fin n) (Fin n) ℂ) :
    frobSq (Uᴴ * A * U) = frobSq A := by
  have h : U * Uᴴ = 1 := mem_unitaryGroup_iff.mp hU
  apply Complex.ofReal_injective
  rw [frobSq_eq_trace, frobSq_eq_trace, conj_star, conj_mul_conj h,
    Matrix.trace_mul_comm, ← Matrix.mul_assoc U, h, Matrix.one_mul]

/-- The squared Frobenius norm of the self-commutator is unchanged by a unitary change
of basis. -/
theorem frobSq_selfComm_conj {U : Matrix (Fin n) (Fin n) ℂ}
    (hU : U ∈ unitaryGroup (Fin n) ℂ) (A : Matrix (Fin n) (Fin n) ℂ) :
    frobSq (selfComm (Uᴴ * A * U)) = frobSq (selfComm A) := by
  have h : U * Uᴴ = 1 := mem_unitaryGroup_iff.mp hU
  have e : selfComm (Uᴴ * A * U) = Uᴴ * selfComm A * U := by
    unfold selfComm
    rw [conj_star, conj_mul_conj h, conj_mul_conj h, Matrix.mul_sub, Matrix.sub_mul]
  rw [e, frobSq_unitary_conj hU]
```

Without unitarity the inequality can fail: $U=2\cdot 1$ turns $A=1$ into $U^*AU=4\cdot 1$. A general similarity $S^{-1}AS$ keeps the eigenvalues but not the link to normality. The non-normal matrix $\begin{pmatrix}1&1\\0&2\end{pmatrix}$ becomes diagonal in its basis of eigenvectors, which are not orthogonal.

## The transformed matrix is upper triangular

`BlockTriangular id` means $T_{ij}=0$ for $j<i$. Physically, the first $k$ basis vectors span a subspace that $A$ maps into itself, for every $k$. Every complex square matrix has such an orthonormal basis, by Schur's triangularisation theorem. That theorem is not proved here; `hT` assumes that the columns of the given $U$ form such a basis.

By hand, triangularity makes a normal $T$ diagonal. The $i$-th diagonal entries of $TT^*$ and $T^*T$ give

$$\sum_j|T_{ij}|^2=\sum_j|T_{ji}|^2 .$$

Suppose the rows above row $i$ have no nonzero off-diagonal entries. Then column $i$ is zero above the diagonal, and by triangularity it is zero below. The right side is $|T_{ii}|^2$, so $\sum_{j\ne i}|T_{ij}|^2=0$ and row $i$ is clear too. Induction from the top row finishes the argument. Conversely, a diagonal matrix commutes with its adjoint.

In the code, `hrow` is the equality of row and column lengths, `key` is the strong induction, and `hcol` evaluates the column.

```lean
/-- An upper triangular matrix is normal exactly when it is diagonal. -/
theorem triangular_normal_iff_isDiag {T : Matrix (Fin n) (Fin n) ℂ}
    (hT : T.BlockTriangular id) : T * Tᴴ = Tᴴ * T ↔ T.IsDiag := by
  constructor
  · intro h
    -- normality: row i and column i have the same length
    have hrow : ∀ i, ∑ j, ‖T i j‖ ^ 2 = ∑ j, ‖T j i‖ ^ 2 := by
      intro i
      have e := congrFun (congrFun h i) i
      simp only [Matrix.mul_apply, Matrix.conjTranspose_apply] at e
      apply Complex.ofReal_injective
      simp only [Complex.ofReal_sum, Complex.ofReal_pow, norm_sq_cast]
      rw [e]
      exact Finset.sum_congr rfl fun j _ => mul_comm _ _
    -- clear the rows one after another, from the top
    have key : ∀ m : ℕ, ∀ i : Fin n, i.val = m → ∀ j, i ≠ j → T i j = 0 := by
      intro m
      induction m using Nat.strong_induction_on with
      | _ m ih =>
        intro i hi j hij
        have hcol : ∑ k, ‖T k i‖ ^ 2 = ‖T i i‖ ^ 2 := by
          refine Finset.sum_eq_single_of_mem i (mem_univ i) fun k _ hk => ?_
          have h0 : T k i = 0 := by
            rcases lt_or_gt_of_ne hk with h1 | h1
            · exact ih k.val (by have := Fin.lt_def.mp h1; omega) k rfl i hk
            · exact hT h1
          simp [h0]
        have hs : ‖T i i‖ ^ 2 + ∑ k ∈ univ.erase i, ‖T i k‖ ^ 2 = ∑ k, ‖T i k‖ ^ 2 :=
          Finset.add_sum_erase univ (fun k => ‖T i k‖ ^ 2) (mem_univ i)
        have hz : ∑ k ∈ univ.erase i, ‖T i k‖ ^ 2 = 0 := by
          have := hrow i
          linarith
        have h2 := (Finset.sum_eq_zero_iff_of_nonneg
          (fun k _ => sq_nonneg ‖T i k‖)).mp hz j
            (Finset.mem_erase.mpr ⟨hij.symm, mem_univ j⟩)
        simpa using h2
    intro i j hij
    exact key i.val i rfl j hij
  · intro h
    rw [← h.diagonal_diag, diagonal_conjTranspose, diagonal_mul_diagonal,
      diagonal_mul_diagonal]
    exact congrArg diagonal (funext fun i => mul_comm _ _)
```

Triangularity also identifies the diagonal entries as eigenvalues with algebraic multiplicity:

$$\det(x-A)=\det(x-T)=\prod_i(x-T_{ii}).$$

The proof obtains the first equality by moving $U$ cyclically inside the characteristic polynomial.

```lean
/-- The diagonal of a Schur form lists the roots of the characteristic polynomial of `A`,
with multiplicity. -/
theorem charpoly_eq_prod_schur_diagonal {A U : Matrix (Fin n) (Fin n) ℂ}
    (hU : U ∈ unitaryGroup (Fin n) ℂ) (hT : (Uᴴ * A * U).BlockTriangular id) :
    A.charpoly = ∏ i, (Polynomial.X - Polynomial.C ((Uᴴ * A * U) i i)) := by
  have h : U * Uᴴ = 1 := mem_unitaryGroup_iff.mp hU
  rw [← Matrix.charpoly_of_isUpperTriangular _ hT, Matrix.charpoly_mul_comm,
    ← Matrix.mul_assoc, h, Matrix.one_mul]
```

Splitting the norm now gives

$$\|A\|_F^2=\|T\|_F^2=\sum_i|T_{ii}|^2+\sum_{i\ne j}|T_{ij}|^2 .$$

The last sum is nonnegative, which is the inequality. It vanishes exactly when $T$ is diagonal, hence exactly when $T$, and so $A$, is normal. In the proof, `hN` is the equivalence between normal $A$ and diagonal $T$; the rest is the splitting.

```lean
/-- Schur's inequality: the squared moduli on the diagonal of a Schur form of `A` sum to at
most the squared Frobenius norm of `A`, with equality exactly when `A` is normal. -/
theorem schur_inequality {A U : Matrix (Fin n) (Fin n) ℂ}
    (hU : U ∈ unitaryGroup (Fin n) ℂ) (hT : (Uᴴ * A * U).BlockTriangular id) :
    ∑ i, ‖(Uᴴ * A * U) i i‖ ^ 2 ≤ frobSq A ∧
      (∑ i, ‖(Uᴴ * A * U) i i‖ ^ 2 = frobSq A ↔ A * Aᴴ = Aᴴ * A) := by
  have hN : A * Aᴴ = Aᴴ * A ↔ (Uᴴ * A * U).IsDiag := by
    rw [← triangular_normal_iff_isDiag hT, ← sub_eq_zero,
      ← sub_eq_zero (a := (Uᴴ * A * U) * (Uᴴ * A * U)ᴴ)]
    change selfComm A = 0 ↔ selfComm (Uᴴ * A * U) = 0
    rw [← frobSq_eq_zero, ← frobSq_eq_zero, frobSq_selfComm_conj hU]
  rw [hN, ← frobSq_unitary_conj hU A]
  generalize Uᴴ * A * U = T
  have hs := frobSq_split T
  have hnn : ∀ i, 0 ≤ ∑ j ∈ univ.erase i, ‖T i j‖ ^ 2 :=
    fun i => Finset.sum_nonneg fun j _ => sq_nonneg _
  have h0 : 0 ≤ ∑ i, ∑ j ∈ univ.erase i, ‖T i j‖ ^ 2 := Finset.sum_nonneg fun i _ => hnn i
  refine ⟨by linarith, fun h => ?_, fun h => ?_⟩
  · -- equality leaves no weight off the diagonal
    have hz : ∑ i, ∑ j ∈ univ.erase i, ‖T i j‖ ^ 2 = 0 := by linarith
    intro i j hij
    have h1 := (Finset.sum_eq_zero_iff_of_nonneg (fun i _ => hnn i)).mp hz i (mem_univ i)
    have h2 := (Finset.sum_eq_zero_iff_of_nonneg (fun k _ => sq_nonneg ‖T i k‖)).mp h1 j
      (Finset.mem_erase.mpr ⟨hij.symm, mem_univ j⟩)
    simpa using h2
  · have hz : ∑ i, ∑ j ∈ univ.erase i, ‖T i j‖ ^ 2 = 0 := by
      refine Finset.sum_eq_zero fun i _ => Finset.sum_eq_zero fun j hj => ?_
      have h1 : T i j = 0 := h (Finset.ne_of_mem_erase hj).symm
      simp [h1]
    linarith
```

Without triangularity the inequality survives, but a normal matrix need not reach equality. The Hermitian matrix $X=\begin{pmatrix}0&1\\1&0\end{pmatrix}$ with $U=1$ has diagonal sum $0$ and squared norm $2$.

## Each iterate comes from a QR step

`hstep` says that each matrix is obtained from the previous one by a QR step, with an arbitrary shift each time. By hand, $R=Q^*(A-\mu)$, so

$$B=Q^*(A-\mu)Q+\mu=Q^*AQ .$$

Each step is therefore a unitary change of basis, and $\|C(A_k)\|_F$ is conserved along the iteration.

```lean
/-- A shifted QR step is a unitary change of basis. -/
theorem IsQRStep.unitary_conj {μ : ℂ} {A B : Matrix (Fin n) (Fin n) ℂ}
    (h : IsQRStep μ A B) : ∃ Q ∈ unitaryGroup (Fin n) ℂ, B = Qᴴ * A * Q := by
  obtain ⟨Q, hQ, R, -, hA, hB⟩ := h
  have h2 : Qᴴ * Q = 1 := mem_unitaryGroup_iff'.mp hQ
  have hA' : A = Q * R + μ • 1 := sub_eq_iff_eq_add.mp hA
  refine ⟨Q, hQ, ?_⟩
  rw [hB, hA', Matrix.mul_add, ← Matrix.mul_assoc, h2, Matrix.one_mul, Matrix.add_mul,
    Matrix.mul_smul, Matrix.mul_one, Matrix.smul_mul, h2]
```

The proof discards the triangularity of $R$. Without that condition every unitary change of basis would count as a step, and the result on the limit would still hold. Without the unitarity of $Q$, the conservation law can fail once $n\ge 2$.

## The iterates settle on a triangular matrix

`hlim` says that the matrices $A_k$ themselves converge to $T$, and `hT` that this limit is upper triangular. This idealises a solver that stops after finitely many steps, once the entries below the diagonal are negligible. Neither is derived from a shift strategy.

By hand, $\|C(\cdot)\|_F^2$ is continuous and constant along the sequence, so $\|C(T)\|_F=\|C(A_0)\|_F$. Thus $T$ is normal exactly when $A_0$ is, and a triangular $T$ is normal exactly when it is diagonal. In the proof, `hconst` is the conservation law, `hf` the continuity, and `he` the equality in the limit.

```lean
/-- If the shifted QR iteration converges to an upper triangular matrix, this limit is
diagonal exactly when the starting matrix is normal. -/
theorem qr_limit_isDiag_iff_normal {A : ℕ → Matrix (Fin n) (Fin n) ℂ} {μ : ℕ → ℂ}
    {T : Matrix (Fin n) (Fin n) ℂ} (hstep : ∀ k, IsQRStep (μ k) (A k) (A (k + 1)))
    (hlim : Tendsto A atTop (𝓝 T)) (hT : T.BlockTriangular id) :
    T.IsDiag ↔ A 0 * (A 0)ᴴ = (A 0)ᴴ * A 0 := by
  -- the size of the self-commutator is conserved along the iteration
  have hconst : ∀ k, frobSq (selfComm (A k)) = frobSq (selfComm (A 0)) := by
    intro k
    induction k with
    | zero => rfl
    | succ k ih =>
      obtain ⟨Q, hQ, e⟩ := (hstep k).unitary_conj
      rw [e, frobSq_selfComm_conj hQ, ih]
  have hc : Continuous fun B : Matrix (Fin n) (Fin n) ℂ => selfComm B :=
    (continuous_id.matrix_mul continuous_id.matrix_conjTranspose).sub
      (continuous_id.matrix_conjTranspose.matrix_mul continuous_id)
  have hf : Continuous fun B : Matrix (Fin n) (Fin n) ℂ => frobSq (selfComm B) :=
    continuous_finsetSum _ fun i _ => continuous_finsetSum _ fun j _ =>
      (hc.matrix_elem i j).norm.pow 2
  -- hence the limit has the same value
  have hl : Tendsto (fun k => frobSq (selfComm (A k))) atTop (𝓝 (frobSq (selfComm T))) :=
    (hf.tendsto T).comp hlim
  simp only [hconst] at hl
  have he : frobSq (selfComm (A 0)) = frobSq (selfComm T) :=
    tendsto_nhds_unique tendsto_const_nhds hl
  rw [← triangular_normal_iff_isDiag hT, ← sub_eq_zero,
    ← sub_eq_zero (a := A 0 * (A 0)ᴴ)]
  change selfComm T = 0 ↔ selfComm (A 0) = 0
  rw [← frobSq_eq_zero, ← frobSq_eq_zero, he]
```

Without `hlim` there may be no limit to speak of. Without `hT` the conclusion can fail: for the matrix $X$ above, the unshifted step with $Q=X$, $R=1$ returns $X$. The iteration converges at once to a normal matrix that is not diagonal.

## The smallest strict case

For $n=1$ every matrix is normal and equality always holds. A strict inequality first appears at $n=2$. Exchanging the basis vectors takes $\begin{pmatrix}1&0\\1&2\end{pmatrix}$ to $\begin{pmatrix}2&1\\0&1\end{pmatrix}$, whose diagonal gives $4+1=5$ against a squared norm of $6$. The missing $1$ is the squared modulus of the entry above the diagonal.

```lean
/-- For `A = !![1, 0; 1, 2]`, exchanging the two basis vectors gives a Schur form, and
Schur's inequality is strict. -/
theorem schur_inequality_witness (A U : Matrix (Fin 2) (Fin 2) ℂ)
    (hA : A = !![1, 0; 1, 2]) (hU : U = !![0, 1; 1, 0]) :
    U ∈ unitaryGroup (Fin 2) ℂ ∧ (Uᴴ * A * U).BlockTriangular id ∧
      ∑ i, ‖(Uᴴ * A * U) i i‖ ^ 2 < frobSq A := by
  have hT : Uᴴ * A * U = !![2, 1; 0, 1] := by
    subst hA hU
    ext i j
    fin_cases i <;> fin_cases j <;> simp [Matrix.mul_apply, Fin.sum_univ_succ]
  refine ⟨?_, ?_, ?_⟩
  · rw [mem_unitaryGroup_iff, star_eq_conjTranspose, hU]
    ext i j
    fin_cases i <;> fin_cases j <;> simp [Matrix.mul_apply, Fin.sum_univ_succ]
  · rw [hT]
    intro i j hij
    fin_cases i <;> fin_cases j <;> simp_all
  · rw [hT, hA]
    norm_num [frobSq, Fin.sum_univ_two]

end

end SchurFormNormality
```

```lean
#print axioms SchurFormNormality.charpoly_eq_prod_schur_diagonal
#print axioms SchurFormNormality.schur_inequality
#print axioms SchurFormNormality.qr_limit_isDiag_iff_normal
```

```
'SchurFormNormality.charpoly_eq_prod_schur_diagonal' depends on axioms: [propext, Classical.choice, Quot.sound]
'SchurFormNormality.schur_inequality' depends on axioms: [propext, Classical.choice, Quot.sound]
'SchurFormNormality.qr_limit_isDiag_iff_normal' depends on axioms: [propext, Classical.choice, Quot.sound]
```
